# A Debye–Hückel slab with a zero-field far wall: relative capacitance deficit below 2 exp(−2kL)

A constant-potential calculation with a linearised continuum electrolyte may cut the electrolyte off at a finite thickness \(L\), which changes the capacitance. For a planar electrode and a far wall with zero field, the results below turn a tolerance on the capacitance into a value of \(L\).

The electrode sits at \(x=0\), and \(\varphi(x)\) is the potential relative to a neutral bulk reservoir with which the ions are in equilibrium, in the slab as well. If the potential were measured from the far wall instead, the slab capacitance would come out too large, not too small. The constant \(k\) is the inverse Debye length, which stands for screening by mobile ions at fixed temperature and bulk concentration.

## The equation and the capacitance

```lean
import Mathlib

open Filter Topology Set

namespace FiniteElectrolyteCapacitance

/-- The linearised Poisson-Boltzmann equation `φ'' = k² φ` on a region `s`, with `φ'` the slope
of the potential `φ`; derivatives are taken within `s`. -/
structure IsDebyeHuckel (k : ℝ) (s : Set ℝ) (φ φ' : ℝ → ℝ) : Prop where
  deriv_pot : ∀ x ∈ s, HasDerivWithinAt φ (φ' x) s x
  deriv_slope : ∀ x ∈ s, HasDerivWithinAt φ' (k ^ 2 * φ x) s x
```

`IsDebyeHuckel k s φ φ'` is a condition with two parts: on the region \(s\), \(\varphi\) has derivative \(\varphi'\), and \(\varphi'\) has derivative \(k^2\varphi\). In Lean `φ'` is only the name of a second function; `deriv_pot` is what makes it the slope. `HasDerivWithinAt` means one-sided derivatives at the ends of an interval of positive length; on a single point (\(L=0\) below) it imposes nothing.

```lean
/-- Capacitance per area of an electrode at `x = 0`: the surface charge `-ε φ'(0)` divided by the
electrode potential `φ(0)`, for `φ(0) ≠ 0`. -/
noncomputable def capacitance (ε : ℝ) (φ φ' : ℝ → ℝ) : ℝ := -ε * φ' 0 / φ 0
```

The electrode is a conductor with no field inside, so by Gauss's law its surface charge per area is \(-\varepsilon\varphi'(0)\), with \(\varepsilon\) the uniform permittivity of the electrolyte. Dividing by \(\varphi(0)\) gives the capacitance per area.

## From a conserved combination to the electrode charge

```lean
/-- For a solution of `φ'' = k² φ` on a convex region, the combination `(φ' + k φ) exp(-k x)` takes
the same value at any two points, for either sign of `k`. -/
theorem first_integral {k : ℝ} {s : Set ℝ} {φ φ' : ℝ → ℝ} (h : IsDebyeHuckel k s φ φ')
    (hs : Convex ℝ s) {x y : ℝ} (hx : x ∈ s) (hy : y ∈ s) :
    (φ' y + k * φ y) * Real.exp (-(k * y)) = (φ' x + k * φ x) * Real.exp (-(k * x)) := by
  have hd : ∀ z ∈ s, HasDerivWithinAt
      (fun t => (φ' t + k * φ t) * Real.exp (-(k * t))) 0 s z := by
    intro z hz
    have he : HasDerivAt (fun t : ℝ => Real.exp (-(k * t)))
        (Real.exp (-(k * z)) * (-(k * 1))) z :=
      ((hasDerivAt_id' z).const_mul k).fun_neg.exp
    have hp := ((h.deriv_slope z hz).fun_add
      ((h.deriv_pot z hz).const_mul k)).fun_mul he.hasDerivWithinAt
    exact hp.congr_deriv (by ring)
  -- a function with zero slope on a convex set is constant
  have hb := Convex.norm_image_sub_le_of_norm_hasDerivWithin_le (C := 0) (f' := fun _ => 0)
    hd (fun z _ => by simp) hs hx hy
  exact sub_eq_zero.mp (norm_le_zero_iff.mp (hb.trans_eq (zero_mul _)))
```

The bracketed items are the variables and hypotheses; the claim follows the colon after them. By hand,
\[
\frac{d}{dx}\left[(\varphi'+k\varphi)e^{-kx}\right]=(k^2\varphi+k\varphi'-k\varphi'-k^2\varphi)e^{-kx}=0 .
\]
Lean applies the product rule, lets `ring` do the cancellation, and uses a mean-value bound with constant zero to conclude that the function is constant.

```lean
/-- For a solution of `φ'' = k² φ` in a slab `[0, L]` with zero field at the far wall and `k ≠ 0`,
the potential is the wall potential times `cosh(k (L - x))`, and its slope is the matching `sinh`.
-/
theorem slab_profile {k L : ℝ} (hk : k ≠ 0) {φ φ' : ℝ → ℝ}
    (h : IsDebyeHuckel k (Icc 0 L) φ φ') (hwall : φ' L = 0) {x : ℝ} (hx : x ∈ Icc 0 L) :
    φ x = φ L * Real.cosh (k * (L - x)) ∧ φ' x = -(k * φ L * Real.sinh (k * (L - x))) := by
  have hL : L ∈ Icc 0 L := ⟨hx.1.trans hx.2, le_refl L⟩
  have h' : IsDebyeHuckel (-k) (Icc 0 L) φ φ' :=
    ⟨h.deriv_pot, by simpa only [neg_sq] using h.deriv_slope⟩
  have h1 := first_integral h (convex_Icc 0 L) hx hL
  have h2 := first_integral h' (convex_Icc 0 L) hx hL
  simp only [neg_mul, neg_neg, hwall] at h1 h2
  have e1 : Real.exp (-(k * (L - x))) = Real.exp (-(k * L)) * Real.exp (k * x) := by
    rw [← Real.exp_add]; congr 1; ring
  have e2 : Real.exp (k * (L - x)) = Real.exp (k * L) * Real.exp (-(k * x)) := by
    rw [← Real.exp_add]; congr 1; ring
  have e3 : Real.exp (-(k * x)) * Real.exp (k * x) = 1 := by
    rw [← Real.exp_add, neg_add_cancel, Real.exp_zero]
  -- the two exponential components of the solution
  have p : φ' x + k * φ x = k * φ L * Real.exp (-(k * (L - x))) := by
    rw [e1]
    linear_combination (-Real.exp (k * x)) * h1 - (φ' x + k * φ x) * e3
  have q : φ' x - k * φ x = -(k * φ L * Real.exp (k * (L - x))) := by
    rw [e2]
    linear_combination (-Real.exp (-(k * x))) * h2 - (φ' x - k * φ x) * e3
  constructor
  · apply mul_left_cancel₀ hk
    rw [Real.cosh_eq]
    linear_combination (p - q) / 2
  · rw [Real.sinh_eq]
    linear_combination (p + q) / 2
```

`Icc 0 L` is the closed interval \([0,L]\). Using the previous theorem with \(k\) and with \(-k\), and comparing \(x\) with \(L\), where \(\varphi'(L)=0\), gives
\[
\varphi'(x)+k\varphi(x)=k\varphi(L)e^{-k(L-x)},\qquad
\varphi'(x)-k\varphi(x)=-k\varphi(L)e^{k(L-x)} .
\]
These are `p` and `q` in the code. Half their difference, divided by \(k\), is \(\varphi(x)=\varphi(L)\cosh k(L-x)\); half their sum is \(\varphi'(x)=-k\varphi(L)\sinh k(L-x)\). The tactic `linear_combination` checks such combinations of equations.

```lean
/-- For `k ≠ 0` and `L ≥ 0`, a solution of `φ'' = k² φ` on `[0, L]` with zero field at the far wall
has `-φ'(0) = k φ(0) tanh(k L)`. -/
theorem slab_charge {k L : ℝ} (hk : k ≠ 0) (hL : 0 ≤ L) {φ φ' : ℝ → ℝ}
    (h : IsDebyeHuckel k (Icc 0 L) φ φ') (hwall : φ' L = 0) :
    -φ' 0 = k * φ 0 * Real.tanh (k * L) := by
  obtain ⟨p, q⟩ := slab_profile hk h hwall (x := 0) ⟨le_refl 0, hL⟩
  rw [sub_zero] at p q
  have ht : Real.tanh (k * L) * Real.cosh (k * L) = Real.sinh (k * L) := by
    rw [Real.tanh_eq_sinh_div_cosh, div_mul_cancel₀ _ (Real.cosh_pos _).ne']
  linear_combination -q - k * Real.tanh (k * L) * p - k * φ L * ht
```

At \(x=0\) the profile gives \(\varphi(0)=\varphi(L)\cosh kL\) and
\[
-\varphi'(0)=k\varphi(L)\sinh kL=k\varphi(0)\tanh kL .
\]

```lean
/-- For `k > 0`, a solution of `φ'' = k² φ` in the half-space `[0, ∞)` that decays to zero has
`-φ'(0) = k φ(0)`. -/
theorem half_space_charge {k : ℝ} (hk : 0 < k) {φ φ' : ℝ → ℝ}
    (h : IsDebyeHuckel k (Ici 0) φ φ') (hdecay : Tendsto φ atTop (𝓝 0)) :
    -φ' 0 = k * φ 0 := by
  have h' : IsDebyeHuckel (-k) (Ici 0) φ φ' :=
    ⟨h.deriv_pot, by simpa only [neg_sq] using h.deriv_slope⟩
  have he : Tendsto (fun x : ℝ => Real.exp (-(k * x))) atTop (𝓝 0) :=
    Real.tendsto_exp_neg_atTop_nhds_zero.comp (tendsto_id.const_mul_atTop hk)
  have lim := ((hdecay.const_mul (2 * k)).mul he).add
    ((he.mul he).const_mul (φ' 0 - k * φ 0))
  -- the amplitude of the growing exponential, written through decaying quantities
  have hA : Tendsto (fun _ : ℝ => φ' 0 + k * φ 0) atTop
      (𝓝 (2 * k * 0 * 0 + (φ' 0 - k * φ 0) * (0 * 0))) := by
    refine lim.congr' ?_
    filter_upwards [eventually_ge_atTop (0 : ℝ)] with x hx
    have h1 := first_integral h (convex_Ici 0) (x := 0) (y := x) self_mem_Ici hx
    have h2 := first_integral h' (convex_Ici 0) (x := 0) (y := x) self_mem_Ici hx
    simp only [neg_mul, neg_neg, mul_zero, neg_zero, Real.exp_zero, mul_one] at h1 h2
    have e3 : Real.exp (-(k * x)) * Real.exp (k * x) = 1 := by
      rw [← Real.exp_add, neg_add_cancel, Real.exp_zero]
    linear_combination h1 - Real.exp (-(k * x)) ^ 2 * h2
      + (φ' x - k * φ x) * Real.exp (-(k * x)) * e3
  have hu := tendsto_nhds_unique hA tendsto_const_nhds
  linear_combination hu
```

`Ici 0` is \([0,\infty)\), and `Tendsto φ atTop (𝓝 0)` says \(\varphi(x)\to0\) as \(x\to\infty\). Put \(A=\varphi'(0)+k\varphi(0)\) and \(B=\varphi'(0)-k\varphi(0)\). The two conserved combinations give \(2k\varphi(x)=Ae^{kx}-Be^{-kx}\), so
\[
A=2k\varphi(x)e^{-kx}+Be^{-2kx}\to0 .
\]
The constant \(A\) is therefore zero, which is the claim; Lean obtains this from the uniqueness of limits.

## The size of the deficit

```lean
/-- The gap between `tanh y` and one is `2 / (exp(2y) + 1)`. -/
theorem one_sub_tanh (y : ℝ) : 1 - Real.tanh y = 2 / (Real.exp (2 * y) + 1) := by
  have ht : Real.tanh y * Real.cosh y = Real.sinh y := by
    rw [Real.tanh_eq_sinh_div_cosh, div_mul_cancel₀ _ (Real.cosh_pos _).ne']
  rw [Real.cosh_eq, Real.sinh_eq] at ht
  have he : Real.exp y * Real.exp (-y) = 1 := by
    rw [← Real.exp_add, add_neg_cancel, Real.exp_zero]
  rw [eq_div_iff (by positivity), two_mul, Real.exp_add]
  linear_combination (-2 * Real.exp y) * ht + (Real.tanh y + 1) * he
```

Writing out the exponentials,
\[
1-\tanh y=\frac{2e^{-y}}{e^{y}+e^{-y}}=\frac{2}{e^{2y}+1}.
\]

```lean
/-- For `k, ε > 0`, `L ≥ 0` and nonzero electrode potentials, a solution of the linearised
Poisson-Boltzmann equation in a slab `[0, L]` with zero field at the far wall has capacitance
`ε k tanh(k L)` and a decaying half-space solution has `ε k`. The slab value is too small by a
relative amount strictly between `0` and `2 exp(-2 k L)`. -/
theorem capacitance_deficit {k L ε : ℝ} (hk : 0 < k) (hL : 0 ≤ L) (hε : 0 < ε)
    {φ φ' χ χ' : ℝ → ℝ}
    (hφ : IsDebyeHuckel k (Icc 0 L) φ φ') (hwall : φ' L = 0) (hφ0 : φ 0 ≠ 0)
    (hχ : IsDebyeHuckel k (Ici 0) χ χ') (hdecay : Tendsto χ atTop (𝓝 0)) (hχ0 : χ 0 ≠ 0) :
    capacitance ε φ φ' = ε * k * Real.tanh (k * L) ∧
    capacitance ε χ χ' = ε * k ∧
    0 < (capacitance ε χ χ' - capacitance ε φ φ') / capacitance ε χ χ' ∧
    (capacitance ε χ χ' - capacitance ε φ φ') / capacitance ε χ χ'
      < 2 * Real.exp (-(2 * (k * L))) := by
  have c1 : capacitance ε φ φ' = ε * k * Real.tanh (k * L) := by
    rw [capacitance, div_eq_iff hφ0]
    linear_combination ε * slab_charge hk.ne' hL hφ hwall
  have c2 : capacitance ε χ χ' = ε * k := by
    rw [capacitance, div_eq_iff hχ0]
    linear_combination ε * half_space_charge hk hχ hdecay
  have hr : (capacitance ε χ χ' - capacitance ε φ φ') / capacitance ε χ χ'
      = 2 / (Real.exp (2 * (k * L)) + 1) := by
    rw [c1, c2, ← one_sub_tanh, div_eq_iff (mul_pos hε hk).ne']
    ring
  refine ⟨c1, c2, ?_, ?_⟩
  · rw [hr]; positivity
  · have hex : Real.exp (-(2 * (k * L))) * Real.exp (2 * (k * L)) = 1 := by
      rw [← Real.exp_add, neg_add_cancel, Real.exp_zero]
    have hpos := Real.exp_pos (-(2 * (k * L)))
    rw [hr, div_lt_iff₀ (by positivity)]
    linarith
```

Here \(\varphi\) is the slab potential and \(\chi\) the half-space potential. Their electrode values must be nonzero but may differ. The four claims, joined by `∧` ("and"), are \(C_\varphi=\varepsilon k\tanh kL\), \(C_\chi=\varepsilon k\), and the two bounds in
\[
0<\frac{C_\chi-C_\varphi}{C_\chi}=\frac{2}{e^{2kL}+1}<2e^{-2kL}.
\]
Lean gets the capacitances from the two charge theorems, the middle expression (`hr`) from `one_sub_tanh`, and the upper bound by clearing the denominator.

For a slab three Debye lengths thick, \(kL=3\) and \(e^6\approx403.43\). The deficit is \(2/404.43\approx0.004945\), and the bound is \(2/403.43\approx0.004958\). Conversely, for a relative tolerance \(\delta\) with \(0<\delta<1\), the thickness \(L=\ln(2/\delta)/(2k)\) makes the bound equal to \(\delta\), so it is sufficient.

Judging the capacitance error by the potential left at the wall gives the wrong exponent. That residue is \(\varphi(L)/\varphi(0)=1/\cosh kL\), about 10% at \(kL=3\), and it decays like \(e^{-kL}\), while the capacitance error is about 0.5% and decays like \(e^{-2kL}\).

The model has no compact layer, ion size, discrete ions or nonlinear screening, so the bound measures only the truncation error of the linear continuum.

```lean
/-- For `k > 0` the relative deficit `1 - tanh(k L)`, multiplied by `exp(2 k L)`, tends to `2`
as the slab grows thick. -/
theorem deficit_prefactor_sharp {k : ℝ} (hk : 0 < k) :
    Tendsto (fun L : ℝ => (1 - Real.tanh (k * L)) * Real.exp (2 * (k * L))) atTop (𝓝 2) := by
  have he : Tendsto (fun L : ℝ => Real.exp (-(2 * (k * L)))) atTop (𝓝 0) :=
    Real.tendsto_exp_neg_atTop_nhds_zero.comp
      ((tendsto_id.const_mul_atTop hk).const_mul_atTop two_pos)
  have lim : Tendsto (fun L : ℝ => 2 / (1 + Real.exp (-(2 * (k * L))))) atTop (𝓝 2) := by
    have h := (tendsto_const_nhds (x := (2 : ℝ))).div (he.const_add 1) (by norm_num)
    simp only [add_zero, div_one] at h
    exact h
  refine lim.congr fun L => ?_
  have hex : Real.exp (-(2 * (k * L))) * Real.exp (2 * (k * L)) = 1 := by
    rw [← Real.exp_add, neg_add_cancel, Real.exp_zero]
  rw [one_sub_tanh, div_mul_eq_mul_div, div_eq_div_iff (by positivity) (by positivity)]
  linear_combination (-2) * hex
```

Multiplying the deficit by \(e^{2kL}\) gives \(2/(1+e^{-2kL})\), which tends to 2. No smaller constant prefactor would serve for all thicknesses.

## Explicit potentials

```lean
/-- The potential `cosh(k (L - x))` solves the slab equation, has zero slope at the far wall and
is nonzero at the electrode. -/
theorem slab_witness (k L : ℝ) :
    IsDebyeHuckel k (Icc 0 L) (fun x => Real.cosh (k * (L - x)))
      (fun x => -(k * Real.sinh (k * (L - x)))) ∧
    -(k * Real.sinh (k * (L - L))) = 0 ∧ Real.cosh (k * (L - 0)) ≠ 0 := by
  have hl : ∀ z : ℝ, HasDerivAt (fun t : ℝ => k * (L - t)) (k * (-1)) z := fun z =>
    ((hasDerivAt_id' z).const_sub L).const_mul k
  refine ⟨⟨fun z _ => ?_, fun z _ => ?_⟩, by simp, (Real.cosh_pos _).ne'⟩
  · have h1 : HasDerivAt (fun x => Real.cosh (k * (L - x)))
        (-(k * Real.sinh (k * (L - z)))) z := (hl z).cosh.congr_deriv (by ring)
    exact h1.hasDerivWithinAt
  · have h2 : HasDerivAt (fun x => -(k * Real.sinh (k * (L - x))))
        (k ^ 2 * Real.cosh (k * (L - z))) z :=
      ((hl z).sinh.const_mul k).fun_neg.congr_deriv (by ring)
    exact h2.hasDerivWithinAt
```

Differentiating \(\cosh k(L-x)\) twice returns \(k^2\) times the function. Its slope vanishes at \(L\), and its electrode value \(\cosh kL\) is positive, so the slab assumptions are satisfiable.

```lean
/-- For `k > 0` the potential `exp(-k x)` solves the half-space equation, decays to zero and is
nonzero at the electrode. -/
theorem half_space_witness {k : ℝ} (hk : 0 < k) :
    IsDebyeHuckel k (Ici 0) (fun x => Real.exp (-(k * x)))
      (fun x => -(k * Real.exp (-(k * x)))) ∧
    Tendsto (fun x : ℝ => Real.exp (-(k * x))) atTop (𝓝 0) ∧ Real.exp (-(k * 0)) ≠ 0 := by
  have h1 : ∀ z : ℝ, HasDerivAt (fun x : ℝ => Real.exp (-(k * x)))
      (-(k * Real.exp (-(k * z)))) z := fun z =>
    ((hasDerivAt_id' z).const_mul k).fun_neg.exp.congr_deriv (by ring)
  refine ⟨⟨fun z _ => (h1 z).hasDerivWithinAt, fun z _ => ?_⟩,
    Real.tendsto_exp_neg_atTop_nhds_zero.comp (tendsto_id.const_mul_atTop hk),
    Real.exp_ne_zero _⟩
  have h2 : HasDerivAt (fun x : ℝ => -(k * Real.exp (-(k * x))))
      (k ^ 2 * Real.exp (-(k * z))) z :=
    ((h1 z).const_mul k).fun_neg.congr_deriv (by ring)
  exact h2.hasDerivWithinAt

end FiniteElectrolyteCapacitance
```

The function \(e^{-kx}\) does the same for the half-space: it solves the equation, decays, and equals 1 at the electrode.

```lean
#print axioms FiniteElectrolyteCapacitance.capacitance_deficit
#print axioms FiniteElectrolyteCapacitance.deficit_prefactor_sharp
```

```
'FiniteElectrolyteCapacitance.capacitance_deficit' depends on axioms: [propext, Classical.choice, Quot.sound]
'FiniteElectrolyteCapacitance.deficit_prefactor_sharp' depends on axioms: [propext, Classical.choice, Quot.sound]
```
